# Force balance for site densities on a finite lattice in a time-dependent potential

Electrons on a finite lattice are driven by a potential that acts on each site and changes in time. The site densities respond, and time-dependent density functional theory asks how closely that response is tied to the potential. The potential does not appear in the first time derivative of the density. It enters the second linearly, through a matrix K that depends only on the instantaneous state, the internal Hamiltonian and the density operators.

## States, operators and the driven Hamiltonian

The many-body state space is finite-dimensional, with basis labels `m`; the sites are labelled by a finite type `ι`. Units have ħ = 1.

In Lean 4 with Mathlib:

```lean
import Mathlib

open Matrix
open Complex (I)

namespace LatticeForceBalance

noncomputable section

variable {m ι : Type*} [Fintype m] [DecidableEq m] [Fintype ι]
```

For a state ψ and an operator A, write

⟨A⟩ = ⟨ψ, Aψ⟩.

This is linear in A, and the definition records that linearity. Normalisation is not required: for a general vector, every expectation value carries a factor ⟨ψ, ψ⟩.

```lean
/-- The expectation value `⟨ψ, A ψ⟩`, as a linear functional of the operator `A`. -/
def expect (ψ : m → ℂ) : Matrix m m ℂ →ₗ[ℂ] ℂ where
  toFun A := star ψ ⬝ᵥ (A *ᵥ ψ)
  map_add' A B := by rw [add_mulVec, dotProduct_add]
  map_smul' c A := by simp [smul_mulVec, dotProduct_smul]
```

The commutator is [A, B] = AB − BA.

```lean
/-- The commutator `[A, B]`. -/
def comm (A B : Matrix m m ℂ) : Matrix m m ℂ := A * B - B * A
```

The internal Hamiltonian H₀ holds hopping and any interactions, and is constant in time. With density operators nⱼ and real potentials vⱼ(t), the full Hamiltonian is

H(t) = H₀ + Σⱼ vⱼ(t) nⱼ.

```lean
/-- The lattice Hamiltonian `H₀ + ∑ⱼ vⱼ nⱼ` with on-site potential `v`. -/
def hamiltonian (H0 : Matrix m m ℂ) (n : ι → Matrix m m ℂ) (v : ι → ℝ) : Matrix m m ℂ :=
  H0 + ∑ j, (v j : ℂ) • n j
```

The state obeys iψ′ = H(t)ψ. `Evolves` states this as a derivative at every real time. No continuity of v is assumed, but a sudden switch of the potential is generally excluded, because ψ then has a kink.

```lean
/-- The state `ψ` obeys the Schrödinger equation `i ψ' = (H₀ + ∑ⱼ vⱼ(t) nⱼ) ψ` at all times. -/
def Evolves (H0 : Matrix m m ℂ) (n : ι → Matrix m m ℂ) (v : ℝ → ι → ℝ) (ψ : ℝ → m → ℂ) : Prop :=
  ∀ t, HasDerivAt ψ ((-I) • (hamiltonian H0 n (v t) *ᵥ ψ t)) t
```

A density matrix γ could have taken the place of ψ, with ⟨A⟩ = Tr(γA) and iγ′ = [H, γ]. That would include mixed states and leave the commutator algebra unchanged, but the reality of K would then rest on γ being Hermitian.

The density at site i is ρᵢ = ⟨nᵢ⟩, taken as a real part so that it has a real type.

```lean
/-- The density `ρᵢ = ⟨nᵢ⟩` at site `i`. -/
def density (n : ι → Matrix m m ℂ) (ψ : m → ℂ) (i : ι) : ℝ := (expect ψ (n i)).re
```

The matrix that couples potential to acceleration is

Kᵢⱼ = ⟨[nⱼ, [H₀, nᵢ]]⟩,

again stored as a real part.

```lean
/-- The force-balance matrix `Kᵢⱼ = ⟨[nⱼ, [H₀, nᵢ]]⟩`. -/
def forceMatrix (H0 : Matrix m m ℂ) (n : ι → Matrix m m ℂ) (ψ : m → ℂ) (i j : ι) : ℝ :=
  (expect ψ (comm (n j) (comm H0 (n i)))).re
```

## From Ehrenfest's equation to continuity

For any operator X, the commutator is linear in its first entry:

[H, X] = [H₀, X] + Σⱼ vⱼ [nⱼ, X].

The proof expands the products and collects terms.

```lean
variable {H0 : Matrix m m ℂ} {n : ι → Matrix m m ℂ} {v w : ℝ → ι → ℝ} {ψ φ : ℝ → m → ℂ}

/-- The commutator with the full Hamiltonian splits into an internal and a potential part. -/
theorem comm_hamiltonian (u : ι → ℝ) (X : Matrix m m ℂ) :
    comm (hamiltonian H0 n u) X = comm H0 X + ∑ j, (u j : ℂ) • comm (n j) X := by
  simp only [comm, hamiltonian, add_mul, mul_add, Finset.sum_mul, Finset.mul_sum,
    smul_mul_assoc, mul_smul_comm, smul_sub, Finset.sum_sub_distrib]
  abel
```

Let H₀ and all nⱼ be Hermitian, so that H is too. For a fixed operator A, the product rule gives

d⟨A⟩/dt = ⟨−iHψ, Aψ⟩ + ⟨ψ, A(−iHψ)⟩
= i⟨ψ, HAψ⟩ − i⟨ψ, AHψ⟩
= ⟨i[H, A]⟩.

In the proof, `hd` is the first line, obtained component by component; the rewriting with `hH` then moves H across the inner product.

```lean
omit [DecidableEq m] in
/-- Ehrenfest's equation: `d⟨A⟩/dt = ⟨i[H(t), A]⟩` for a fixed operator `A`. -/
theorem ehrenfest (h0 : H0.IsHermitian) (hn : ∀ i, (n i).IsHermitian)
    (hψ : Evolves H0 n v ψ) (A : Matrix m m ℂ) (t : ℝ) :
    HasDerivAt (fun s => expect (ψ s) A)
      (expect (ψ t) (I • comm (hamiltonian H0 n (v t)) A)) t := by
  have hH : (hamiltonian H0 n (v t))ᴴ = hamiltonian H0 n (v t) := by
    have hn' : ∀ i, (n i)ᴴ = n i := fun i => (hn i).eq
    simp [hamiltonian, conjTranspose_sum, h0.eq, hn']
  have hE := hψ t
  generalize hamiltonian H0 n (v t) = H at hH hE ⊢
  -- the product rule for the sesquilinear form
  have hd : HasDerivAt (fun s => star (ψ s) ⬝ᵥ (A *ᵥ ψ s))
      (star ((-I) • (H *ᵥ ψ t)) ⬝ᵥ (A *ᵥ ψ t)
        + star (ψ t) ⬝ᵥ (A *ᵥ ((-I) • (H *ᵥ ψ t)))) t := by
    have hc := hasDerivAt_pi.1 hE
    simp only [dotProduct, mulVec, Pi.star_apply, ← Finset.sum_add_distrib] at hc ⊢
    apply HasDerivAt.fun_sum
    intro a _
    exact (hc a).star.fun_mul (HasDerivAt.fun_sum fun b _ => (hc b).const_mul (A a b))
  refine HasDerivAt.congr_deriv hd ?_
  -- hermiticity moves `H` to the right-hand factor
  rw [map_smul, comm, map_sub]
  change _ = I • (star (ψ t) ⬝ᵥ ((H * A) *ᵥ ψ t) - star (ψ t) ⬝ᵥ ((A * H) *ᵥ ψ t))
  rw [star_smul, star_mulVec, hH, smul_dotProduct, ← dotProduct_mulVec, mulVec_smul,
    dotProduct_smul]
  simp only [mulVec_mulVec, star_neg, Complex.star_def, Complex.conj_I, smul_eq_mul]
  ring
```

Now take A = nᵢ. The density operators commute, so [nⱼ, nᵢ] = 0 and every potential term vanishes:

ρᵢ′ = ⟨i[H₀, nᵢ]⟩.

This is the continuity equation, with the net current into site i on the right. In the proof, `hz` supplies the vanishing commutators.

```lean
/-- Continuity equation: `ρᵢ' = ⟨i[H₀, nᵢ]⟩`. -/
theorem continuity (h0 : H0.IsHermitian) (hn : ∀ i, (n i).IsHermitian)
    (hc : ∀ i j, n i * n j = n j * n i) (hψ : Evolves H0 n v ψ) (i : ι) (t : ℝ) :
    HasDerivAt (fun s => density n (ψ s) i) (expect (ψ t) (I • comm H0 (n i))).re t := by
  have hz : ∀ j, comm (n j) (n i) = 0 := fun j => sub_eq_zero.2 (hc j i)
  have h := ehrenfest h0 hn hψ (n i) t
  simp only [comm_hamiltonian, hz, smul_zero, Finset.sum_const_zero, add_zero] at h
  exact Complex.reCLM.hasFDerivAt.comp_hasDerivAt t h
```

## The acceleration of the density

The right-hand side is the expectation value of a fixed operator, so Ehrenfest's equation applies again, without differentiating v:

ρᵢ″ = ⟨i[H, i[H₀, nᵢ]]⟩
= −⟨[H, [H₀, nᵢ]]⟩
= −⟨[H₀, [H₀, nᵢ]]⟩ − Σⱼ Kᵢⱼ vⱼ.

The theorem says that the first derivative of the density is itself differentiable at t, with this value. Its proof replaces the first derivative by the continuity expression; `hI` combines the two factors of i, and `comm_hamiltonian` separates the internal and potential parts.

```lean
/-- Force balance: `ρᵢ'' = -⟨[H₀, [H₀, nᵢ]]⟩ - ∑ⱼ Kᵢⱼ vⱼ`. -/
theorem force_balance (h0 : H0.IsHermitian) (hn : ∀ i, (n i).IsHermitian)
    (hc : ∀ i j, n i * n j = n j * n i) (hψ : Evolves H0 n v ψ) (i : ι) (t : ℝ) :
    HasDerivAt (deriv fun s => density n (ψ s) i)
      (-(expect (ψ t) (comm H0 (comm H0 (n i)))).re
        - ∑ j, forceMatrix H0 n (ψ t) i j * v t j) t := by
  rw [funext fun s => (continuity h0 hn hc hψ i s).deriv]
  have h := Complex.reCLM.hasFDerivAt.comp_hasDerivAt t
    (ehrenfest h0 hn hψ (I • comm H0 (n i)) t)
  refine HasDerivAt.congr_deriv h ?_
  -- the two factors of `i` give the minus sign
  have hI : ∀ H X : Matrix m m ℂ, I • comm H (I • X) = -comm H X := fun H X => by
    simp only [comm, mul_smul_comm, smul_mul_assoc, ← smul_sub, smul_smul, Complex.I_mul_I,
      neg_smul, one_smul]
  have e : ∑ j, forceMatrix H0 n (ψ t) i j * v t j
      = ∑ j, v t j * forceMatrix H0 n (ψ t) i j :=
    Finset.sum_congr rfl fun j _ => mul_comm _ _
  rw [e, hI, comm_hamiltonian, map_neg, map_add, map_sum]
  simp only [forceMatrix, map_smul, smul_eq_mul, Complex.reCLM_apply, Complex.neg_re,
    Complex.add_re, Complex.re_sum, Complex.re_ofReal_mul]
  ring
```

## Reality, symmetry and the constant potential

The commutator [H₀, nᵢ] is anti-Hermitian, and its commutator with the Hermitian nⱼ is Hermitian. The expectation value defining Kᵢⱼ is therefore real, and taking the real part loses nothing.

```lean
omit [Fintype ι] in
/-- The expectation value `⟨[nⱼ, [H₀, nᵢ]]⟩` is real. -/
theorem forceMatrix_real (h0 : H0.IsHermitian) (hn : ∀ i, (n i).IsHermitian)
    (x : m → ℂ) (i j : ι) : (expect x (comm (n j) (comm H0 (n i)))).im = 0 := by
  have hA : (comm (n j) (comm H0 (n i)))ᴴ = comm (n j) (comm H0 (n i)) := by
    simp only [comm, conjTranspose_sub, conjTranspose_mul, h0.eq, (hn i).eq, (hn j).eq]
    noncomm_ring
  generalize comm (n j) (comm H0 (n i)) = A at hA ⊢
  have hs : star (star x ⬝ᵥ (A *ᵥ x)) = star x ⬝ᵥ (A *ᵥ x) := by
    rw [← star_dotProduct, star_mulVec, hA, ← dotProduct_mulVec]
  exact Complex.conj_eq_iff_im.1 hs
```

For symmetry, expanding the double commutators gives

[nⱼ, [H₀, nᵢ]] − [nᵢ, [H₀, nⱼ]] = [[nᵢ, nⱼ], H₀] = 0.

The `calc` block is this identity.

```lean
omit [Fintype ι] in
/-- The force-balance matrix is symmetric when the site densities commute. -/
theorem forceMatrix_symm (hc : ∀ i j, n i * n j = n j * n i) (x : m → ℂ) (i j : ι) :
    forceMatrix H0 n x i j = forceMatrix H0 n x j i := by
  have h : comm (n j) (comm H0 (n i)) = comm (n i) (comm H0 (n j)) := by
    rw [← sub_eq_zero]
    calc _ = (n i * n j - n j * n i) * H0 - H0 * (n i * n j - n j * n i) := by
          unfold comm; noncomm_ring
      _ = 0 := by rw [sub_eq_zero.2 (hc i j), zero_mul, mul_zero, sub_self]
  rw [forceMatrix, forceMatrix, h]
```

At fixed particle number, Σⱼ nⱼ = N·1. Hence

Σⱼ Kᵢⱼ c = c ⟨[N·1, [H₀, nᵢ]]⟩ = 0,

and a spatially uniform shift of the potential exerts no force.

```lean
/-- At fixed particle number, `∑ⱼ nⱼ = N`, the force-balance matrix annihilates constants. -/
theorem forceMatrix_const {N : ℕ} (hN : ∑ j, n j = (N : ℂ) • (1 : Matrix m m ℂ))
    (x : m → ℂ) (i : ι) (c : ℝ) : ∑ j, forceMatrix H0 n x i j * c = 0 := by
  have h : ∑ j, comm (n j) (comm H0 (n i)) = 0 := by
    generalize comm H0 (n i) = X
    simp only [comm, Finset.sum_sub_distrib, ← Finset.sum_mul, ← Finset.mul_sum, hN,
      smul_mul_assoc, mul_smul_comm, one_mul, mul_one, sub_self]
  rw [← Finset.sum_mul]
  simp only [forceMatrix]
  rw [← Complex.re_sum, ← map_sum, h, map_zero, Complex.zero_re, zero_mul]
```

## When equal accelerations fix the potential

Let two evolutions, with potentials v and w, pass through the same state at time t. Subtracting their force-balance equations cancels the internal term:

Σⱼ Kᵢⱼ (vⱼ − wⱼ) = ρᵢ″[w] − ρᵢ″[v].

If K annihilates only constants, equal accelerations at all sites force v − w to be constant; the converse follows from the previous result. The condition on K is assumed: it means that every non-uniform potential changes the acceleration of some site density in that state. In the proof, `hd` is the displayed equation.

Under that condition on K, and for fixed H₀, fixed particle number and a shared state, the accelerations of the site densities distinguish two instantaneous potentials exactly when these differ by more than a constant. The result does not construct a potential for a prescribed density, nor does it compare whole density histories.

```lean
/-- At fixed particle number, let two evolutions share their state at time `t`, and let `K`
annihilate only constants. Then their densities have equal second derivatives at `t` exactly when
the potentials at `t` differ by a constant. -/
theorem same_acceleration_iff (h0 : H0.IsHermitian) (hn : ∀ i, (n i).IsHermitian)
    (hc : ∀ i j, n i * n j = n j * n i) {N : ℕ}
    (hN : ∑ j, n j = (N : ℂ) • (1 : Matrix m m ℂ))
    (hψ : Evolves H0 n v ψ) (hφ : Evolves H0 n w φ) (t : ℝ) (hs : φ t = ψ t)
    (hK : ∀ u : ι → ℝ, (∀ i, ∑ j, forceMatrix H0 n (ψ t) i j * u j = 0) → ∃ c, ∀ j, u j = c) :
    (∀ i, deriv (deriv fun s => density n (ψ s) i) t
        = deriv (deriv fun s => density n (φ s) i) t) ↔ ∃ c, ∀ j, v t j = w t j + c := by
  have hd : ∀ i, ∑ j, forceMatrix H0 n (ψ t) i j * (v t j - w t j)
      = deriv (deriv fun s => density n (φ s) i) t
        - deriv (deriv fun s => density n (ψ s) i) t := fun i => by
    rw [(force_balance h0 hn hc hψ i t).deriv, (force_balance h0 hn hc hφ i t).deriv, hs]
    simp only [mul_sub, Finset.sum_sub_distrib]
    ring
  constructor
  · intro h
    obtain ⟨c, hu⟩ := hK (fun j => v t j - w t j) (fun i => by rw [hd i, h i, sub_self])
    exact ⟨c, fun j => sub_eq_iff_eq_add'.1 (hu j)⟩
  · rintro ⟨c, hu⟩ i
    have h := hd i
    simp only [hu, add_sub_cancel_left, forceMatrix_const hN] at h
    linarith
```

## One particle on two sites

For a particle hopping with amplitude −J between two sites,

H₀ = −J(|0⟩⟨1| + |1⟩⟨0|).

```lean
/-- One particle hopping between two sites with amplitude `-J`. -/
def dimerH (J : ℝ) : Matrix (Fin 2) (Fin 2) ℂ := !![0, -(J : ℂ); -(J : ℂ), 0]
```

The density operators project onto the two sites.

```lean
/-- The two site-occupation operators of the dimer. -/
def dimerN : Fin 2 → Matrix (Fin 2) (Fin 2) ℂ := ![!![1, 0; 0, 0], !![0, 0; 0, 1]]
```

The orbitals (1, 1) and (1, −1) have energies −J and J. Superposing them with weights 2 and 1 gives a state of squared norm 10. After normalisation, its density on site 0 is 1/2 + (2/5) cos(2Jt), which oscillates when J ≠ 0.

```lean
/-- An unnormalised superposition of the two dimer orbitals with their time-dependent phases. -/
def dimerState (J t : ℝ) : Fin 2 → ℂ :=
  ![2 * Complex.exp (I * J * t) + Complex.exp (-(I * J) * t),
    2 * Complex.exp (I * J * t) - Complex.exp (-(I * J) * t)]
```

For a state (a, b), with ā the complex conjugate of a, the double commutators give

K₀₀ = K₁₁ = 2J Re(āb),
K₀₁ = K₁₀ = −2J Re(āb).

The proof checks the four entries. For the normalised oscillating state, 2J Re(āb) = 3J/5 at all times, so K annihilates only constants when J ≠ 0.

The state (1, 0) shows what fails without that condition. There K = 0, and force balance gives ρ₀″ = −2J² whatever the potential: two potentials with different site-to-site differences produce the same acceleration.

```lean
/-- For the dimer in the state `(a, b)`, `K` has diagonal entries `2J Re(a* b)` and
off-diagonal entries `-2J Re(a* b)`. -/
theorem dimer_forceMatrix (J : ℝ) (a b : ℂ) (i j : Fin 2) :
    forceMatrix (dimerH J) dimerN ![a, b] i j
      = (if i = j then 1 else -1) * (2 * J * (star a * b).re) := by
  fin_cases i <;> fin_cases j <;>
    simp [forceMatrix, expect, comm, dimerH, dimerN, dotProduct, mulVec,
      Fin.sum_univ_two] <;> ring
```

The dimer also satisfies the Hermiticity, commutation and particle-number conditions, with N = 1, and the superposition solves its Schrödinger equation at v = 0. The matrix identities are checked entry by entry, and the evolution by differentiating the two exponentials.

```lean
/-- The dimer has Hermitian `H₀` and `nⱼ`, commuting `nⱼ` that sum to one particle, and
`dimerState` solves its Schrödinger equation at zero potential. -/
theorem force_balance_witness (J : ℝ) :
    (dimerH J).IsHermitian ∧ (∀ i, (dimerN i).IsHermitian) ∧
    (∀ i j, dimerN i * dimerN j = dimerN j * dimerN i) ∧
    ∑ j, dimerN j = ((1 : ℕ) : ℂ) • (1 : Matrix (Fin 2) (Fin 2) ℂ) ∧
    Evolves (dimerH J) dimerN (fun _ _ => 0) (dimerState J) := by
  refine ⟨?_, ?_, ?_, ?_, ?_⟩
  · ext i j
    fin_cases i <;> fin_cases j <;> simp [dimerH]
  · intro k
    ext i j
    fin_cases k <;> fin_cases i <;> fin_cases j <;> simp [dimerN]
  · intro i j
    ext a b
    fin_cases i <;> fin_cases j <;> fin_cases a <;> fin_cases b <;>
      simp [dimerN, Matrix.mul_apply, Fin.sum_univ_two]
  · ext i j
    fin_cases i <;> fin_cases j <;> simp [dimerN, Fin.sum_univ_two]
  · intro t
    have e : ∀ c : ℂ, HasDerivAt (fun s : ℝ => Complex.exp (c * s))
        (c * Complex.exp (c * t)) t := fun c => by
      have h := ((hasDerivAt_id (t : ℂ)).const_mul c).cexp.comp_ofReal
      exact HasDerivAt.congr_deriv h (by simp only [id_eq, mul_one]; ring)
    rw [hasDerivAt_pi]
    intro i
    fin_cases i
    · refine HasDerivAt.congr_deriv
        (((e (I * J)).const_mul 2).fun_add (e (-(I * J)))) ?_
      simp [hamiltonian, dimerH, dimerState]
      ring
    · refine HasDerivAt.congr_deriv
        (((e (I * J)).const_mul 2).fun_sub (e (-(I * J)))) ?_
      simp [hamiltonian, dimerH, dimerState]
      ring

end

end LatticeForceBalance
```

```lean
#print axioms LatticeForceBalance.force_balance
-- 'LatticeForceBalance.force_balance' depends on axioms: [propext, Classical.choice, Quot.sound]
#print axioms LatticeForceBalance.forceMatrix_symm
-- 'LatticeForceBalance.forceMatrix_symm' depends on axioms: [propext, Classical.choice, Quot.sound]
#print axioms LatticeForceBalance.same_acceleration_iff
-- 'LatticeForceBalance.same_acceleration_iff' depends on axioms: [propext, Classical.choice, Quot.sound]
#print axioms LatticeForceBalance.dimer_forceMatrix
-- 'LatticeForceBalance.dimer_forceMatrix' depends on axioms: [propext, Classical.choice, Quot.sound]
```
